# Antiunitary maps of a qubit act on the Bloch sphere as improper rotations

Drop the complex conjugation from the time reversal of a spin 1/2, keep only its matrix \(-i\sigma_y\), and a spin along \(y\) comes back unreversed. The matrix alone is a half-turn about \(y\), which flips the \(x\) and \(z\) components and leaves the third. A single-qubit simulation that makes this substitution gets the wrong sign for \(\langle\sigma_y\rangle\). The missing conjugation supplies a reflection, and it does so for every antiunitary map of a two-level system: the Bloch vector is acted on by a real orthogonal matrix of determinant \(-1\).

In a fixed basis, the eigenbasis of \(\sigma_z\), let \(\Theta\psi = U\overline{\psi}\), where \(U\) is a unitary 2 by 2 matrix and the bar conjugates each entry. The Lean code works with the matrix \(U\). That every antiunitary operator on \(\mathbb{C}^2\) has this form is the step from the code to the physical setting; it holds because composing \(\Theta\) with conjugation gives a unitary.

```lean
import Mathlib

open Matrix

namespace AntiunitaryBloch

noncomputable section
```

## Spin operators and the action of \(\Theta\)

The Pauli matrices are numbered as in Lean: \(\sigma_0,\sigma_1,\sigma_2\) stand for \(\sigma_x,\sigma_y,\sigma_z\). Many textbooks use \(\sigma_0\) for the identity, which is written \(1\) here.

```lean
/-- The three Pauli matrices, in the order x, y, z. -/
def pauli : Fin 3 → Matrix (Fin 2) (Fin 2) ℂ :=
  ![!![0, 1; 1, 0], !![0, -Complex.I; Complex.I, 0], !![1, 0; 0, -1]]
```

A real vector \(v\) defines the operator \(v\cdot\sigma=\sum_a v_a\sigma_a\), called its spin operator here. For a unit vector it is the spin component along \(v\) in units of \(\hbar/2\).

```lean
/-- The spin operator `v · σ` belonging to a real vector `v`. -/
def pauliVec (v : Fin 3 → ℝ) : Matrix (Fin 2) (Fin 2) ℂ :=
  ∑ a, (v a : ℂ) • pauli a
```

On operators, \(\Theta\) acts by
\[
\alpha(A)=U\,\overline{A}\,U^\dagger .
\]
In Lean this is `antiAct U A`, with `A.map (starRingEnd ℂ)` for \(\overline A\) and `Uᴴ` for \(U^\dagger\).

```lean
/-- The action `A ↦ U conj(A) U†` on operators of the map `ψ ↦ U conj(ψ)`. -/
def antiAct (U A : Matrix (Fin 2) (Fin 2) ℂ) : Matrix (Fin 2) (Fin 2) ℂ :=
  U * A.map (starRingEnd ℂ) * Uᴴ
```

A qubit state with Bloch vector \(r\) is \(\rho(r)=\tfrac12(1+r\cdot\sigma)\). Despite its name, `blochState` accepts any real \(r\); the operator is a physical state when \(|r|\le 1\).

```lean
/-- The qubit operator `(1 + r · σ) / 2` with Bloch vector `r`. -/
def blochState (r : Fin 3 → ℝ) : Matrix (Fin 2) (Fin 2) ℂ :=
  (1 / 2 : ℂ) • (1 + pauliVec r)
```

## Real vectors as traceless Hermitian matrices

Adding up the three terms gives
\[
v\cdot\sigma=\begin{pmatrix} v_2 & v_0-iv_1\\ v_0+iv_1 & -v_2\end{pmatrix}.
\]
Lean checks the four entries one at a time.

```lean
/-- The spin operator `v · σ` written out as a matrix. -/
theorem pauliVec_eq (v : Fin 3 → ℝ) :
    pauliVec v = !![(v 2 : ℂ), v 0 - v 1 * Complex.I; v 0 + v 1 * Complex.I, -(v 2 : ℂ)] := by
  ext i j
  fin_cases i <;> fin_cases j <;> simp [pauliVec, pauli, Fin.sum_univ_three]
  ring
```

The vector can be read off again: \(v_0\) and \(v_1\) are the real and imaginary parts of the lower left entry, and \(v_2\) is the upper left entry. Equal spin operators therefore have equal vectors.

```lean
/-- A real vector `v` is determined by its spin operator `v · σ`. -/
theorem pauliVec_injective : Function.Injective pauliVec := by
  intro v w h
  rw [pauliVec_eq, pauliVec_eq] at h
  have h10 : (v 0 : ℂ) + v 1 * Complex.I = w 0 + w 1 * Complex.I := congrFun (congrFun h 1) 0
  have h00 : (v 2 : ℂ) = w 2 := congrFun (congrFun h 0) 0
  have e0 : v 0 = w 0 := by simpa using congrArg Complex.re h10
  have e1 : v 1 = w 1 := by simpa using congrArg Complex.im h10
  have e2 : v 2 = w 2 := by exact_mod_cast h00
  funext a
  fin_cases a
  · exact e0
  · exact e1
  · exact e2
```

Conversely, let \(M\) be Hermitian and traceless. Then \(M_{00}\) is real, \(M_{11}=-M_{00}\) and \(M_{01}=\overline{M_{10}}\), so \(M=v\cdot\sigma\) with \(v=(\operatorname{Re}M_{10},\operatorname{Im}M_{10},M_{00})\). The proof supplies this vector and compares entries.

```lean
/-- Every traceless Hermitian 2 by 2 matrix is `v · σ` for some real vector `v`. -/
theorem exists_pauliVec (M : Matrix (Fin 2) (Fin 2) ℂ) (hM : M.IsHermitian)
    (ht : M.trace = 0) : ∃ v, M = pauliVec v := by
  rw [Matrix.trace_fin_two] at ht
  have e00 : M 0 0 = ((M 0 0).re : ℂ) := (Complex.conj_eq_iff_re.mp (hM.apply 0 0)).symm
  have e10 : M 1 0 = (M 1 0).re + (M 1 0).im * Complex.I := (Complex.re_add_im _).symm
  have e01 : M 0 1 = (M 1 0).re - (M 1 0).im * Complex.I := by
    rw [← hM.apply 0 1]
    apply Complex.ext <;> simp
  have e11 : M 1 1 = -((M 0 0).re : ℂ) := by linear_combination ht - e00
  refine ⟨![(M 1 0).re, (M 1 0).im, (M 0 0).re], ?_⟩
  rw [pauliVec_eq]
  ext i j
  fin_cases i <;> fin_cases j
  · exact e00
  · exact e01
  · exact e10
  · exact e11
```

## What conjugation does to projectors, products and traces

The formula for \(\alpha\) agrees with the action on state vectors, since
\[
\sum_{k,l}U_{ik}\,\overline{\psi_k\overline{\psi_l}}\;\overline{U_{jl}}
=(U\overline\psi)_i\,\overline{(U\overline\psi)_j}.
\]
Thus \(|\psi\rangle\langle\psi|\) goes to \(|\Theta\psi\rangle\langle\Theta\psi|\). The lemma holds for any matrix \(U\) and any vector \(\psi\). When \(U\) is unitary and \(\psi\) has unit length, both matrices are projectors.

```lean
/-- For any matrix `U` and vector `ψ`, the matrix `|ψ⟩⟨ψ|` is sent to `|φ⟩⟨φ|` with `φ = U conj(ψ)`.
-/
theorem antiAct_projector (U : Matrix (Fin 2) (Fin 2) ℂ) (ψ : Fin 2 → ℂ) :
    antiAct U (vecMulVec ψ (star ψ)) = vecMulVec (U *ᵥ star ψ) (star (U *ᵥ star ψ)) := by
  ext i j
  fin_cases i <;> fin_cases j <;>
    simp [antiAct, vecMulVec_apply, Matrix.mul_apply, Fin.sum_univ_two] <;> ring
```

Because \(U^\dagger U=1\), products are preserved:
\[
\alpha(A)\alpha(B)=U\overline A\,U^\dagger U\,\overline B\,U^\dagger=\alpha(AB).
\]

```lean
/-- For unitary `U` the antiunitary action preserves products of operators. -/
theorem antiAct_mul {U : Matrix (Fin 2) (Fin 2) ℂ} (hU : U ∈ unitaryGroup (Fin 2) ℂ)
    (A B : Matrix (Fin 2) (Fin 2) ℂ) : antiAct U A * antiAct U B = antiAct U (A * B) := by
  have h : Uᴴ * U = 1 := mem_unitaryGroup_iff'.mp hU
  unfold antiAct
  rw [Matrix.map_mul]
  calc _ = U * A.map (starRingEnd ℂ) * (Uᴴ * U) * B.map (starRingEnd ℂ) * Uᴴ := by
        simp only [Matrix.mul_assoc]
    _ = _ := by
        rw [h, Matrix.mul_one]
        simp only [Matrix.mul_assoc]
```

Traces are conjugated. By cyclicity,
\[
\operatorname{tr}\alpha(A)=\operatorname{tr}(U^\dagger U\overline A)=\overline{\operatorname{tr}A}.
\]

```lean
/-- For unitary `U` the antiunitary action conjugates the trace. -/
theorem trace_antiAct {U : Matrix (Fin 2) (Fin 2) ℂ} (hU : U ∈ unitaryGroup (Fin 2) ℂ)
    (A : Matrix (Fin 2) (Fin 2) ℂ) : (antiAct U A).trace = starRingEnd ℂ A.trace := by
  have h : Uᴴ * U = 1 := mem_unitaryGroup_iff'.mp hU
  unfold antiAct
  rw [Matrix.trace_mul_comm, ← Matrix.mul_assoc, h, Matrix.one_mul]
  simp [Matrix.trace_fin_two]
```

## The determinant as a trace

For real vectors \(u,v,w\), the product rule \((u\cdot\sigma)(v\cdot\sigma)=u\cdot v+i(u\times v)\cdot\sigma\) gives
\[
\operatorname{tr}\big[(u\cdot\sigma)(v\cdot\sigma)(w\cdot\sigma)\big]=2i\,(u\times v)\cdot w .
\]
If \(u,v,w\) are the columns of a real matrix \(R\), the right-hand side is \(2i\det R\). Lean reaches the same identity by multiplying out the explicit matrices.

```lean
/-- The trace of the product of the spin operators of the three columns of a real matrix `R`
is `2i det R`. -/
theorem trace_triple (R : Matrix (Fin 3) (Fin 3) ℝ) :
    (pauliVec (fun a => R a 0) * pauliVec (fun a => R a 1) * pauliVec (fun a => R a 2)).trace
      = 2 * Complex.I * (R.det : ℂ) := by
  simp only [pauliVec_eq, Matrix.mul_fin_two, Matrix.trace_fin_two_of, Matrix.det_fin_three]
  push_cast
  ring
```

## The improper rotation

Each \(\overline{\sigma_b}\) is Hermitian, so \(\alpha(\sigma_b)\) is Hermitian too, and its trace is \(\overline{\operatorname{tr}\sigma_b}=0\). It is therefore a spin operator, and its vector is taken as column \(b\) of \(R\):
\[
U\,\overline{\sigma_b}\,U^\dagger=\sum_a R_{ab}\,\sigma_a .
\]

Traces of pairs show that the columns are orthonormal:
\[
2\sum_c R_{ca}R_{cb}=\operatorname{tr}\big[\alpha(\sigma_a)\alpha(\sigma_b)\big]
=\overline{\operatorname{tr}(\sigma_a\sigma_b)}=2\delta_{ab}.
\]
These traces are real, so conjugation leaves no sign here. It does in the triple product:
\[
2i\det R=\operatorname{tr}\big[\alpha(\sigma_0)\alpha(\sigma_1)\alpha(\sigma_2)\big]
=\overline{\operatorname{tr}(\sigma_0\sigma_1\sigma_2)}=\overline{2i}=-2i ,
\]
and \(\det R=-1\).

The theorem says that for every `U` in `unitaryGroup (Fin 2) ℂ` there is a real 3 by 3 matrix with `Rᵀ * R = 1`, determinant \(-1\) and the displayed action on all three Pauli matrices. In the proof, `hex` shows that each image has a vector, `choose` selects these vectors, and they become the columns of `R`. The two bulleted parts then carry out the pair and triple trace calculations.

```lean
/-- For every unitary `U`, the map `A ↦ U conj(A) U†` acts on the Pauli matrices through a real
orthogonal matrix of determinant `-1`. -/
theorem antiunitary_improper_rotation {U : Matrix (Fin 2) (Fin 2) ℂ}
    (hU : U ∈ unitaryGroup (Fin 2) ℂ) :
    ∃ R : Matrix (Fin 3) (Fin 3) ℝ, Rᵀ * R = 1 ∧ R.det = -1 ∧
      ∀ b, U * (pauli b).map (starRingEnd ℂ) * Uᴴ = ∑ a, (R a b : ℂ) • pauli a := by
  -- the images of the Pauli matrices are Hermitian and traceless
  have hex : ∀ b, ∃ v, antiAct U (pauli b) = pauliVec v := by
    intro b
    have hp : ((pauli b).map (starRingEnd ℂ))ᴴ = (pauli b).map (starRingEnd ℂ) := by
      fin_cases b <;> ext i j <;> fin_cases i <;> fin_cases j <;> simp [pauli]
    apply exists_pauliVec
    · unfold Matrix.IsHermitian antiAct
      rw [conjTranspose_mul, conjTranspose_mul, conjTranspose_conjTranspose, hp,
        Matrix.mul_assoc]
    · rw [trace_antiAct hU]
      fin_cases b <;> simp [pauli, Matrix.trace_fin_two]
  choose v hv using hex
  let R : Matrix (Fin 3) (Fin 3) ℝ := Matrix.of fun a b => v b a
  have h : ∀ b, antiAct U (pauli b) = pauliVec (fun a => R a b) := hv
  refine ⟨R, ?_, ?_, h⟩
  · -- traces of pairs give orthonormal columns
    have tp : ∀ a b, (pauli a * pauli b).trace = ((if a = b then 2 else 0 : ℝ) : ℂ) := by
      intro a b
      fin_cases a <;> fin_cases b <;>
        norm_num [pauli, Matrix.trace_fin_two, Matrix.mul_apply, Fin.sum_univ_two]
    ext a b
    have t : (pauliVec (fun c => R c a) * pauliVec (fun c => R c b)).trace
        = 2 * ((∑ c, R c a * R c b : ℝ) : ℂ) := by
      simp only [pauliVec_eq, Matrix.mul_fin_two, Matrix.trace_fin_two_of, Fin.sum_univ_three]
      push_cast
      linear_combination (-2 * (R 1 a : ℂ) * (R 1 b : ℂ)) * Complex.I_sq
    rw [← h a, ← h b, antiAct_mul hU, trace_antiAct hU, tp, Complex.conj_ofReal] at t
    have t' : (if a = b then 2 else 0 : ℝ) = 2 * ∑ c, R c a * R c b := by exact_mod_cast t
    rw [Matrix.mul_apply, Matrix.one_apply]
    simp only [Matrix.transpose_apply]
    split_ifs at t' ⊢ <;> linarith
  · -- conjugation reverses the sign of the triple product
    have t := trace_triple R
    have t3 : (pauli 0 * pauli 1 * pauli 2).trace = 2 * Complex.I := by
      simp [pauli, Matrix.trace_fin_two]
      ring
    rw [← h 0, ← h 1, ← h 2, antiAct_mul hU, antiAct_mul hU, trace_antiAct hU, t3] at t
    have hI : 2 * Complex.I ≠ 0 := by simp
    have c2 : starRingEnd ℂ 2 = 2 := Complex.ext (by simp) (by simp)
    have key : (R.det : ℂ) = -1 := by
      apply mul_left_cancel₀ hI
      rw [← t]
      simp [c2]
    exact_mod_cast key
```

The simplest case is \(U=1\), plain conjugation. Only \(\sigma_1\) has imaginary entries, so only \(\sigma_1\) changes sign, and \(R=\operatorname{diag}(1,-1,1)\) is the reflection in the \(xz\)-plane.

## How a Bloch vector moves

The action is linear over the real numbers and fixes the identity, because \(UU^\dagger=1\). Hence
\[
\alpha(\rho(r))=\tfrac12\Big(1+\sum_b r_b\,\alpha(\sigma_b)\Big)
=\tfrac12\Big(1+\sum_a (Rr)_a\,\sigma_a\Big)=\rho(Rr).
\]
The theorem takes as hypothesis `h` that `R` describes the action on the Pauli matrices; the previous theorem provides such an `R`. In the proof, `hl` is the first equality, and inserting `h` gives the second.

```lean
/-- If `U` is unitary and `R` describes its antiunitary action on the Pauli matrices, then the
operator with Bloch vector `r` is sent to the one with Bloch vector `R r`. -/
theorem antiAct_blochState {U : Matrix (Fin 2) (Fin 2) ℂ} (hU : U ∈ unitaryGroup (Fin 2) ℂ)
    {R : Matrix (Fin 3) (Fin 3) ℝ}
    (h : ∀ b, antiAct U (pauli b) = ∑ a, (R a b : ℂ) • pauli a) (r : Fin 3 → ℝ) :
    antiAct U (blochState r) = blochState (R *ᵥ r) := by
  have h1 : U * Uᴴ = 1 := mem_unitaryGroup_iff.mp hU
  have c2 : starRingEnd ℂ 2 = 2 := Complex.ext (by simp) (by simp)
  have hm : (blochState r).map (starRingEnd ℂ) = (1 / 2 : ℂ) • (1 +
      ((r 0 : ℂ) • (pauli 0).map (starRingEnd ℂ) + (r 1 : ℂ) • (pauli 1).map (starRingEnd ℂ)
        + (r 2 : ℂ) • (pauli 2).map (starRingEnd ℂ))) := by
    ext i j
    fin_cases i <;> fin_cases j <;>
      simp [blochState, pauliVec, Fin.sum_univ_three, c2] <;> ring
  -- the action is real-linear and fixes the identity
  have hl : antiAct U (blochState r) = (1 / 2 : ℂ) • (1 + ((r 0 : ℂ) • antiAct U (pauli 0)
      + (r 1 : ℂ) • antiAct U (pauli 1) + (r 2 : ℂ) • antiAct U (pauli 2))) := by
    unfold antiAct
    rw [hm]
    simp only [Matrix.mul_add, Matrix.add_mul, Matrix.mul_smul, Matrix.smul_mul,
      Matrix.mul_one, h1]
  rw [hl, h 0, h 1, h 2]
  simp only [blochState, pauliVec, Fin.sum_univ_three, Matrix.mulVec, dotProduct]
  push_cast
  module
```

For a numerical instance take \(U=\operatorname{diag}(1,i)\). Multiplying out gives \(\alpha(\sigma_0)=\sigma_1\), \(\alpha(\sigma_1)=\sigma_0\) and \(\alpha(\sigma_2)=\sigma_2\), so
\[
R=\begin{pmatrix}0&1&0\\1&0&0\\0&0&1\end{pmatrix},\qquad \det R=-1 .
\]
The state \(\psi=(3,1)/\sqrt{10}\) has Bloch vector \((0.6,\,0,\,0.8)\). Its image \(U\overline\psi=(3,i)/\sqrt{10}\) has Bloch vector \((0,\,0.6,\,0.8)\), which is \(Rr\).

## \(\Theta^2=-1\) and the inversion of the sphere

Applying \(\Theta\) twice gives \(\Theta^2\psi=U\,\overline{U}\,\psi\), so \(\Theta^2=-1\) is the matrix condition \(U\overline U=-1\). It holds exactly when \(R=-1\), that is, when every Bloch vector is reversed.

Suppose first that \(U\overline U=-1\). Multiplying by \(U^\dagger\) from the left gives \(\overline U=-U^\dagger\), which says that \(U_{ij}=-U_{ji}\). An antisymmetric 2 by 2 matrix is a multiple of \(\sigma_1\), and therefore
\[
U\,\overline{\sigma_b}=-\sigma_b\,U\qquad\text{for all } b .
\]
Multiplying by \(U^\dagger\) from the right gives \(\alpha(\sigma_b)=-\sigma_b\). Since a spin operator determines its vector, \(R=-1\).

Now suppose that \(R=-1\). Then \(\alpha(\sigma_b)=-\sigma_b\), and multiplying by \(U\) from the right returns the displayed relation. Its diagonal entries for \(b=2\) give \(U_{00}=U_{11}=0\), and its upper left entry for \(b=0\) gives \(U_{01}=-U_{10}\). So \(U\) is antisymmetric, \(\overline U=-U^\dagger\), and \(U\overline U=-UU^\dagger=-1\).

In Lean the displayed relation is `hc` in both directions, and `e` is \(\overline U=-U^\dagger\).

```lean
/-- If `U` is unitary and `R` describes its antiunitary action on the Pauli matrices, then
`ψ ↦ U conj(ψ)` squares to `-1` exactly when `R` is the inversion `-1`. -/
theorem kramers_iff_inversion {U : Matrix (Fin 2) (Fin 2) ℂ}
    (hU : U ∈ unitaryGroup (Fin 2) ℂ) {R : Matrix (Fin 3) (Fin 3) ℝ}
    (h : ∀ b, antiAct U (pauli b) = ∑ a, (R a b : ℂ) • pauli a) :
    U * U.map (starRingEnd ℂ) = -1 ↔ R = -1 := by
  have h1 : Uᴴ * U = 1 := mem_unitaryGroup_iff'.mp hU
  have h2 : U * Uᴴ = 1 := mem_unitaryGroup_iff.mp hU
  have hneg : ∀ b, ∑ a, (((-1 : Matrix (Fin 3) (Fin 3) ℝ) a b : ℝ) : ℂ) • pauli a
      = -pauli b := by
    intro b
    fin_cases b <;> simp [Matrix.one_apply]
  constructor
  · intro hk
    have e : U.map (starRingEnd ℂ) = -Uᴴ := by
      calc U.map (starRingEnd ℂ) = Uᴴ * U * U.map (starRingEnd ℂ) := by
            rw [h1, Matrix.one_mul]
        _ = -Uᴴ := by rw [Matrix.mul_assoc, hk, Matrix.mul_neg, Matrix.mul_one]
    -- U is antisymmetric
    have s : ∀ i j, U i j = -U j i := by
      intro i j
      apply (starRingEnd ℂ).injective
      rw [map_neg]
      exact congrFun (congrFun e i) j
    have h00 : U 0 0 = 0 := by linear_combination (1 / 2) * s 0 0
    have h11 : U 1 1 = 0 := by linear_combination (1 / 2) * s 1 1
    have h10 : U 1 0 = -U 0 1 := s 1 0
    have hc : ∀ b, U * (pauli b).map (starRingEnd ℂ) = -(pauli b * U) := by
      intro b
      fin_cases b <;> ext i j <;> fin_cases i <;> fin_cases j <;>
        simp [pauli, Matrix.mul_apply, Matrix.vecMul, dotProduct, Fin.sum_univ_two,
          h00, h11, h10] <;> ring
    ext a b
    have hb : pauliVec (fun a => R a b)
        = pauliVec (fun a => (-1 : Matrix (Fin 3) (Fin 3) ℝ) a b) := by
      unfold pauliVec
      rw [← h b, hneg b, antiAct, hc b, Matrix.neg_mul, Matrix.mul_assoc, h2, Matrix.mul_one]
    exact congrFun (pauliVec_injective hb) a
  · intro hR
    subst hR
    have hc : ∀ b, U * (pauli b).map (starRingEnd ℂ) = -(pauli b * U) := by
      intro b
      calc U * (pauli b).map (starRingEnd ℂ) = antiAct U (pauli b) * U := by
            rw [antiAct, Matrix.mul_assoc _ Uᴴ U, h1, Matrix.mul_one]
        _ = -(pauli b * U) := by rw [h b, hneg b, Matrix.neg_mul]
    -- the z and x components force U to be antisymmetric
    have z0 : U 0 0 = -U 0 0 := by
      simpa [pauli, Matrix.mul_apply, Matrix.vecMul, dotProduct, Fin.sum_univ_two]
        using congrFun (congrFun (hc 2) 0) 0
    have z1 : -U 1 1 = U 1 1 := by
      simpa [pauli, Matrix.mul_apply, Matrix.vecMul, dotProduct, Fin.sum_univ_two]
        using congrFun (congrFun (hc 2) 1) 1
    have x0 : U 0 1 = -U 1 0 := by
      simpa [pauli, Matrix.mul_apply, Matrix.vecMul, dotProduct, Fin.sum_univ_two]
        using congrFun (congrFun (hc 0) 0) 0
    have h00 : U 0 0 = 0 := by linear_combination (1 / 2) * z0
    have h11 : U 1 1 = 0 := by linear_combination (-1 / 2) * z1
    have e : U.map (starRingEnd ℂ) = -Uᴴ := by
      ext i j
      fin_cases i <;> fin_cases j <;> simp [h00, h11, x0]
    rw [e, Matrix.mul_neg, h2]

end

end AntiunitaryBloch
```

Time reversal of a single spin 1/2, with \(U=-i\sigma_1\), satisfies both conditions. The sign \(\Theta^2=-1\) is the one from which Kramers degeneracy follows once \(\Theta\) commutes with a Hamiltonian; no Hamiltonian appears here, and the equivalence concerns the symmetry of one qubit, not its energy levels.

```lean
#print axioms AntiunitaryBloch.antiAct_projector
#print axioms AntiunitaryBloch.antiunitary_improper_rotation
#print axioms AntiunitaryBloch.antiAct_blochState
#print axioms AntiunitaryBloch.kramers_iff_inversion
```

```
'AntiunitaryBloch.antiAct_projector' depends on axioms: [propext, Classical.choice, Quot.sound]
'AntiunitaryBloch.antiunitary_improper_rotation' depends on axioms: [propext, Classical.choice, Quot.sound]
'AntiunitaryBloch.antiAct_blochState' depends on axioms: [propext, Classical.choice, Quot.sound]
'AntiunitaryBloch.kramers_iff_inversion' depends on axioms: [propext, Classical.choice, Quot.sound]
```
